# Three Equal Integer Spins Have Exactly One More Product State at Projection 0 Than at Projection 1

**Q:** A spin can enter a formal statement as operators on a Hilbert space or as a list of allowed projections. Your file takes the list. Where is the quantum mechanics?

**A:** It is in the choice of what to count. A spin n, with n a natural number, has the 2n + 1 projections −n, …, n. By a product state I mean one in which each of the three spins has a definite projection. It is labelled by three of these integers, and its total projection M is their sum. These states form a basis. The dimension of the subspace with total projection M is therefore a number of integer triples. The file works with these labels, and it contains no vectors, operators or Hamiltonian.

```lean
import Mathlib

open Finset

namespace IntegerSpinTrimer

/-- The allowed projections `-n, ..., n` of a single spin `n`. -/
noncomputable abbrev projections (n : ℕ) : Finset ℤ := Icc (-(n : ℤ)) n
```

**Q:** And how does a number of triples tell me anything about singlets?

**A:** Through the structure of multiplets. A multiplet of total spin S′ has exactly one state at each projection from −S′ to S′. Write T(M) for the number of trimer states at projection M. For S ≥ 0, T(S) counts every multiplet with S′ ≥ S once, and T(S + 1) counts every multiplet with S′ ≥ S + 1 once. Hence

T(S) − T(S + 1) = number of multiplets of total spin S.

For S = 0 this is the number of singlets. That argument is ordinary angular momentum theory, and I use it to interpret the theorem; it is not encoded in the file.

**Q:** Then the link to singlets rests on your word.

**A:** Not entirely, because the file also counts multiplets in a second way, by coupling. Here are the definitions. `pairCount n k` is the number of pairs with sum k, which I'll call P(k), and `trimerCount n M` is T(M).

```lean
/-- The number of product states of two spins `n` with total projection `k`. -/
noncomputable def pairCount (n : ℕ) (k : ℤ) : ℕ :=
  ((projections n ×ˢ projections n).filter (fun p => p.1 + p.2 = k)).card

/-- The number of product states of three spins `n` with total projection `M`. -/
noncomputable def trimerCount (n : ℕ) (M : ℤ) : ℕ :=
  ((projections n ×ˢ (projections n ×ˢ projections n)).filter
    (fun p => p.1 + p.2.1 + p.2.2 = M)).card
```

The second count couples the first two spins to an intermediate spin j between 0 and 2n, and then couples j with the third spin to total spin S. The set `couplingPaths n S` collects the allowed j.

```lean
/-- The intermediate spins `j` of the first pair, between `0` and `2n`, that can be coupled
with the third spin `n` to total spin `S` according to the triangle rule. -/
def couplingPaths (n S : ℕ) : Finset ℕ :=
  (range (2 * n + 1)).filter (fun j => j ≤ n + S ∧ n ≤ j + S ∧ S ≤ j + n)
```

The three inequalities say that j, n and S can be the sides of a possibly degenerate triangle. This is the rule for adding angular momenta: two spins couple to every total spin between the difference and the sum of their sizes, in integer steps, once each. The rule enters as a definition and is not derived from operators. What is proved is that the number of paths equals the excess of states, although neither definition refers to the other.

**Q:** Let me see the counting. Start with two spins.

**A:** If the first projection is x, the second must be k − x. Both lie in [−n, n] exactly when

max(−n, k − n) ≤ x ≤ min(n, k + n).

For k ≥ 0 the range is k − n, …, n, which has 2n + 1 − k members. For k ≤ 0 it is −n, …, k + n, with 2n + 1 + k members. If |k| exceeds 2n, the range is empty. Together,

P(k) = max(0, 2n + 1 − |k|).

The Lean proof does the same. It writes the set of pairs as the image of that interval under b ↦ (b, k − b). The map is injective, so the pairs are as many as the integers in the interval, and `omega` settles the cases of the maximum, the minimum and the absolute value.

```lean
/-- Two spins `n` have `2n + 1 - |k|` product states of total projection `k`, and none
when this number is negative. -/
theorem pairCount_eq (n : ℕ) (k : ℤ) :
    (pairCount n k : ℤ) = max 0 (2 * n + 1 - |k|) := by
  -- the first projection fixes the second one
  have h : (projections n ×ˢ projections n).filter (fun p => p.1 + p.2 = k) =
      (Icc (max (-(n : ℤ)) (k - n)) (min (n : ℤ) (k + n))).image (fun b => (b, k - b)) := by
    ext ⟨x, y⟩
    simp only [mem_filter, mem_product, mem_Icc, mem_image, Prod.mk.injEq]
    constructor
    · intro h
      exact ⟨x, by omega, rfl, by omega⟩
    · rintro ⟨b, hb, rfl, rfl⟩
      omega
  unfold pairCount
  rw [h, card_image_of_injective _ (fun a b h => by simpa using congrArg Prod.fst h),
    Int.card_Icc, abs_eq_max_neg]
  omega
```

**Q:** And the third spin?

**A:** Fix the projection a of one spin. The other two must then supply M − a:

T(M) = Σ P(M − a), summed over a = −n, …, n.

In Lean, `card_filter` turns each count into a sum of ones and zeros, and `sum_product` splits off the first projection.

```lean
/-- The states of the trimer are counted by fixing the projection of one spin and counting
the states of the remaining pair. -/
theorem trimerCount_eq_sum (n : ℕ) (M : ℤ) :
    trimerCount n M = ∑ a ∈ projections n, pairCount n (M - a) := by
  unfold trimerCount pairCount
  rw [card_filter, sum_product]
  refine sum_congr rfl fun a _ => ?_
  rw [card_filter]
  refine sum_congr rfl fun y _ => ?_
  exact if_congr (by constructor <;> intro h <;> dsimp only at * <;> omega) rfl rfl
```

**Q:** You could insert the formula for P and sum it.

**A:** That works, but it needs a case distinction inside the sum. The difference of neighbouring levels is simpler. Set f(a) = P(M − a). Then f(a − 1) = P(M + 1 − a), and

T(M) − T(M + 1) = Σ [f(a) − f(a − 1)] = f(n) − f(−n − 1).

All the intermediate terms cancel. The file proves this cancellation for an arbitrary function f by induction on n. Going from n to n + 1 adds the projections n + 1 and −n − 1, whose terms move the two boundary values outwards by one.

```lean
/-- A sum of successive differences over all projections of a spin `n` reduces to its
two boundary terms. -/
theorem sum_projections_telescope (f : ℤ → ℤ) (n : ℕ) :
    ∑ a ∈ projections n, (f a - f (a - 1)) = f n - f (-(n : ℤ) - 1) := by
  induction n with
  | zero => simp [projections]
  | succ n ih =>
    -- raising the spin by one adds one projection at each end
    have hset : projections (n + 1) =
        insert ((n : ℤ) + 1) (insert (-(n : ℤ) - 1) (projections n)) := by
      ext x
      simp only [mem_insert, mem_Icc]
      omega
    have h1 : (n : ℤ) + 1 ∉ insert (-(n : ℤ) - 1) (projections n) := by
      simp only [mem_insert, mem_Icc]
      omega
    have h2 : -(n : ℤ) - 1 ∉ projections n := by
      simp only [mem_Icc]
      omega
    have e1 : (n : ℤ) + 1 - 1 = n := by ring
    have e2 : ((n + 1 : ℕ) : ℤ) = (n : ℤ) + 1 := by simp
    have e3 : -((n + 1 : ℕ) : ℤ) - 1 = -(n : ℤ) - 1 - 1 := by omega
    rw [hset, sum_insert h1, sum_insert h2, ih, e3, e2, e1]
    ring
```

Putting P back in gives

T(M) − T(M + 1) = P(M − n) − P(M + n + 1)
= max(0, 2n + 1 − |M − n|) − max(0, 2n + 1 − |M + n + 1|).

This holds for every integer M, negative ones included.

```lean
/-- The difference between the numbers of trimer states at projections `M` and `M + 1`
is a difference of two pair counts, written here in closed form. -/
theorem trimerCount_sub (n : ℕ) (M : ℤ) :
    (trimerCount n M : ℤ) - trimerCount n (M + 1) =
      max 0 (2 * n + 1 - |M - n|) - max 0 (2 * n + 1 - |M + n + 1|) := by
  have h := sum_projections_telescope (fun a => (pairCount n (M - a) : ℤ)) n
  rw [sum_sub_distrib] at h
  have e : ∀ a : ℤ, M - (a - 1) = M + 1 - a := fun a => by ring
  have e' : M + 1 - -(n : ℤ) = M + n + 1 := by ring
  simp only [e] at h
  rw [e', pairCount_eq, pairCount_eq] at h
  rw [trimerCount_eq_sum, trimerCount_eq_sum]
  push_cast
  exact h
```

**Q:** Now show me that this agrees with the triangle rule, and not only for singlets.

**A:** Take M = S ≥ 0. The second term is then max(0, n − S), and there are two cases.

If S ≤ n, the difference is

(n + 1 + S) − (n − S) = 2S + 1.

The triangle rule allows j = n − S, …, n + S, which is also 2S + 1 values.

If S > n, the second term vanishes and the difference is max(0, 3n + 1 − S). The triangle rule allows j = S − n, …, 2n, which is 3n + 1 − S values as long as S ≤ 3n, and none beyond that.

In the Lean proof, the set of paths is first rewritten as the interval from |n − S| to min(2n, n + S). Its size is then compared with the closed form of the difference, and `omega` goes through the cases.

```lean
/-- For every total spin `S`, the excess of trimer states at projection `S` over those at
`S + 1` equals the number of ways of coupling three spins `n` to total spin `S`. -/
theorem excess_eq_card_couplingPaths (n S : ℕ) :
    (trimerCount n S : ℤ) - trimerCount n (S + 1) = (couplingPaths n S).card := by
  -- the triangle rules select an interval of intermediate spins
  have h : couplingPaths n S = Icc (max (n - S) (S - n)) (min (2 * n) (n + S)) := by
    ext j
    simp only [couplingPaths, mem_filter, mem_range, mem_Icc]
    omega
  rw [trimerCount_sub, h, Nat.card_Icc]
  simp only [abs_eq_max_neg]
  omega
```

The statement is an equation between integers. Its left side is the excess of states, and its right side is the number of elements of `couplingPaths n S`. There is no restriction on S.

**Q:** So far you have differences. The title result also needs the levels themselves.

**A:** One level is known without any work: T(3n + 1) = 0, because three projections of at most n cannot add up to 3n + 1. From there we descend. For n ≤ M ≤ 3n the difference formula gives

T(M) = T(M + 1) + (3n + 1 − M),

so the steps add 1, then 2, then 3, and so on. After j steps, with j ≤ 2n + 1,

T(3n + 1 − j) = 1 + 2 + … + j = j(j + 1)/2.

Here j counts steps; it is not the intermediate spin. The Lean version multiplies by 2 to avoid the division. It is an induction on j whose base case is the empty level.

```lean
/-- At `j` steps below projection `3n + 1`, with `j ≤ 2n + 1`, the trimer has
`j (j + 1) / 2` states. -/
theorem trimerCount_outer (n j : ℕ) (hj : j ≤ 2 * n + 1) :
    2 * (trimerCount n (3 * n + 1 - j) : ℤ) = j * (j + 1) := by
  induction j with
  | zero =>
    have h0 : trimerCount n (3 * n + 1 - ((0 : ℕ) : ℤ)) = 0 := by
      unfold trimerCount
      rw [card_eq_zero, filter_eq_empty_iff]
      rintro ⟨a, b, c⟩ h
      simp only [mem_product, mem_Icc] at h
      show ¬ (a + b + c = _)
      omega
    rw [h0]
    simp
  | succ j ih =>
    have h1 := ih (by omega)
    have h2 := trimerCount_sub n (3 * n + 1 - ((j + 1 : ℕ) : ℤ))
    rw [show 3 * (n : ℤ) + 1 - ((j + 1 : ℕ) : ℤ) + 1 = 3 * n + 1 - j by omega] at h2
    simp only [abs_eq_max_neg] at h2
    have h3 : (trimerCount n (3 * n + 1 - ((j + 1 : ℕ) : ℤ)) : ℤ) =
        trimerCount n (3 * n + 1 - j) + (j + 1) := by omega
    rw [h3]
    push_cast
    linear_combination h1
```

**Q:** Why stop at 2n + 1 steps?

**A:** That is where M reaches n, and below n the second boundary term is no longer zero. At this point

T(n) = (2n + 1)(2n + 2)/2 = 2n² + 3n + 1 = 3n² + 3n + 1 − n².

For 0 ≤ M < n the difference is 2M + 1, which equals (M + 1)² − M². So if T(M + 1) = 3n² + 3n + 1 − (M + 1)², then

T(M) = 3n² + 3n + 1 − (M + 1)² + 2M + 1 = 3n² + 3n + 1 − M².

The second induction writes M = n − k and runs from k = 0 to k = n. It takes its starting value from the previous lemma.

```lean
/-- At `k` steps below projection `n`, with `k ≤ n`, the number of trimer states is
`3n² + 3n + 1 - M²`, where `M = n - k` is the total projection. -/
theorem trimerCount_inner (n k : ℕ) (hk : k ≤ n) :
    (trimerCount n (n - k) : ℤ) = 3 * n ^ 2 + 3 * n + 1 - ((n : ℤ) - k) ^ 2 := by
  induction k with
  | zero =>
    have h := trimerCount_outer n (2 * n + 1) le_rfl
    rw [show 3 * (n : ℤ) + 1 - ((2 * n + 1 : ℕ) : ℤ) = n - ((0 : ℕ) : ℤ) by omega] at h
    push_cast at h ⊢
    linarith
  | succ k ih =>
    have h1 := ih (by omega)
    have h2 := trimerCount_sub n (n - ((k + 1 : ℕ) : ℤ))
    rw [show (n : ℤ) - ((k + 1 : ℕ) : ℤ) + 1 = n - k by omega] at h2
    simp only [abs_eq_max_neg] at h2
    have h3 : (trimerCount n (n - ((k + 1 : ℕ) : ℤ)) : ℤ) =
        trimerCount n (n - k) + (2 * (n - k) - 1) := by omega
    rw [h3, h1]
    push_cast
    ring
```

**Q:** Then the singlet count is the end of this descent.

**A:** Yes. M = 0 gives T(0) = 3n² + 3n + 1. For S = 0 the triangle inequalities reduce to j ≤ n and n ≤ j, so j = n is the only path. The excess is therefore 1, and T(1) = 3n² + 3n. The Lean proof establishes the path first, then T(0), and then T(1) from the excess theorem.

```lean
/-- Three spins `n` have `3n² + 3n + 1` states of total projection `0` and `3n² + 3n` of total
projection `1`; they couple to total spin `0` in one way, through the intermediate spin `n`. -/
theorem singlet_count (n : ℕ) :
    trimerCount n 0 = 3 * n ^ 2 + 3 * n + 1 ∧
    trimerCount n 1 = 3 * n ^ 2 + 3 * n ∧
    trimerCount n 0 - trimerCount n 1 = (couplingPaths n 0).card ∧
    couplingPaths n 0 = {n} := by
  have hpath : couplingPaths n 0 = {n} := by
    ext j
    simp only [couplingPaths, mem_filter, mem_range, mem_singleton]
    omega
  have h0 : trimerCount n 0 = 3 * n ^ 2 + 3 * n + 1 := by
    have h := trimerCount_inner n n le_rfl
    rw [sub_self] at h
    zify
    linarith
  have h := excess_eq_card_couplingPaths n 0
  rw [hpath, card_singleton] at h
  simp only [Nat.cast_zero, zero_add, Nat.cast_one] at h
  have h1 : trimerCount n 1 = 3 * n ^ 2 + 3 * n := by omega
  refine ⟨h0, h1, ?_, hpath⟩
  rw [hpath, card_singleton]
  omega

end IntegerSpinTrimer
```

```lean
#print axioms IntegerSpinTrimer.singlet_count
-- 'IntegerSpinTrimer.singlet_count' depends on axioms: [propext, Classical.choice, Quot.sound]
```

**Q:** Read me the four parts of that last theorem.

**A:** For every natural n:

1. There are 3n² + 3n + 1 triples with total projection 0.
2. There are 3n² + 3n triples with total projection 1.
3. The first number minus the second is the number of coupling paths to total spin 0.
4. The only such path has intermediate spin n.

The subtraction in the third part is between natural numbers, where Lean would return 0 for a negative result; the first two parts show that this does not happen here.

**Q:** Does it survive n = 0?

**A:** It does. There is one triple, (0, 0, 0), so the counts are 1 and 0, and the single path is j = 0. For n = 1 the levels M = 0, 1, 2, 3 hold 7, 6, 3 and 1 states. The differences give one singlet, three triplets, two quintets and one septet, and

1·1 + 3·3 + 2·5 + 1·7 = 27 = 3³.

**Q:** What is left out?

**A:** Half-integer spins, unequal spins and clusters of more than three sites. The closed forms for the levels are stated for projections from 0 to 3n + 1; negative ones follow by reversing all signs, but the file doesn't state them. Nor does it say anything about energies, so it cannot tell you whether the singlet is the ground state.

**Q:** Suppose you had taken the Hilbert space after all. What would have changed?

**A:** A singlet would then be a nonzero vector with total projection 0 that the total raising operator S₊ sends to zero. S₊ maps the space at M = 0, of dimension T(0), into the space at M = 1, of dimension T(1). Its kernel has dimension at least T(0) − T(1), with equality exactly when S₊ reaches every vector at M = 1. On this route the counting in this file supplies the two dimensions, and a proof that S₊ is surjective onto the space at M = 1 turns the lower bound into an equality. The theorem would then speak about singlet states directly, without taking the triangle rule as a definition.

**Q:** And where would I meet these numbers in a calculation?

**A:** In exact diagonalisation of a Heisenberg trimer of three equal integer spins, where T(M) is the size of the block at total projection M. A program that lists the basis of each block can compare its length with the closed form before it builds any matrix.

The excess of 1 also shows in the spectrum. If the Hamiltonian H is rotationally invariant, every energy in the M = 1 block, counted with its multiplicity, appears again in the M = 0 block, which has one further energy, that of the singlet. Its energy is therefore a difference of traces:

E(singlet) = tr H(M = 0) − tr H(M = 1).

Take n = 1 and H = J(S₁·S₂ + S₂·S₃ + S₃·S₁), where J is the exchange constant and S₁, S₂, S₃ are the three spin operators in units of ħ. Only the products of z components contribute to the traces, which are −6J and −3J. The singlet energy is −3J, without diagonalising anything.

**Q:** Does that agree with the usual formula?

**A:** Yes. The sum of the three scalar products is half of S(S + 1) − 3n(n + 1), where S is the total spin. For S = 0 and n = 1 this is −3.
